# Consecutive Langevin O steps at one temperature merge exactly into a single O step

In a splitting integrator for Langevin dynamics, the O step applies friction and thermal noise to the momentum. It can be described as a random update of a momentum or as the probability density of its outcome. The density is used here, and the noise in different steps is independent, so performing two steps in succession means multiplying their densities and integrating over the momentum between them. For one momentum component with unit mass, the step from p to q has the density

K(a; p, q) = G((1 − a²)T, q − a p),  where G(v, x) = exp(−x²/(2v)) / √(2πv).

Here a is the factor by which friction scales the momentum, and T is the temperature in energy units, which for unit mass is the equilibrium variance of the momentum. For T > 0, |a| < 1 and |c| < 1,

∫ K(a; p, r) K(c; r, q) dr = K(ac; p, q).

There is no time-step error in this identity.

## Adjacent thermostat steps in a splitting integrator

In an OBABO scheme, B updates the momentum with the force and A updates the position. The O step that ends one cycle is followed directly by the O step that begins the next. If nothing reads or changes the momentum between them, a code can replace the pair by one O step with coefficient ac and draw one Gaussian number instead of two. For the exact O step modelled here, with constant friction and temperature, the distribution of the outgoing momentum is unchanged. The individual trajectory for a given random seed generally does change.

## Completing the square in the intermediate momentum

Let the intermediate momentum r be Gaussian with mean m and variance v > 0, and, given r, let q be Gaussian with mean c r and variance w > 0. Write x = r − m, d = q − c m and S = c²v + w. Then q − c r = d − c x, and

x²/v + (d − c x)²/w = (S x² − 2cvd x + v d²)/(vw)

= (S/(vw)) (x − cvd/S)² + (d²/w)(1 − c²v/S)

= (x − cvd/S)²/(vw/S) + d²/S,

because 1 − c²v/S = w/S. The prefactors match as well:

(2πv)(2πw) = (2πS)(2πvw/S).

The product of the two densities is therefore

G(v, r − m) G(w, q − c r) = G(S, q − c m) G(vw/S, r − m − cvd/S).

Only the last factor depends on r. Since ∫ exp(−x²/(2u)) dx = √(2πu) for u > 0, and a shift of the centre does not alter the integral, that factor integrates to one. What remains is G(c²v + w, q − c m).

For two O steps, m = a p, v = (1 − a²)T and w = (1 − c²)T. The mean becomes ac p, and the variance becomes

c²(1 − a²)T + (1 − c²)T = (1 − a²c²)T.

Repeating the argument merges a chain of O steps into one whose coefficient is the product of all the coefficients. With a = exp(−γs) and c = exp(−γt), where γ is the friction rate, the product is exp(−γ(s + t)), so the durations add.

For Gaussian updates, the merging property also fixes the noise variance up to a constant factor. Suppose the update is Gaussian with mean a p and some positive variance V(a), and that merging holds for all a and c in (0, 1). At p = q = 0 the two sides are peak heights, and the peak height 1/√(2πv) determines v. Hence

V(ac) = c²V(a) + V(c).

Exchanging a and c gives V(ac) = a²V(c) + V(a), and equating the two expressions gives

(1 − c²)V(a) = (1 − a²)V(c).

Setting c = 1/2 yields V(a) = (1 − a²)T with T = V(1/2)/(3/4).

The same square also shows that an O step preserves the Maxwell–Boltzmann distribution of the momentum: start with mean 0 and variance T, apply a step with coefficient a, and the new variance is a²T + (1 − a²)T = T.

## The Lean file

```lean
import Mathlib

open Real MeasureTheory

namespace ExactOStepMerging

noncomputable section

/-- The centred Gaussian density of variance `v`, evaluated at `x`. -/
def gauss (v x : ℝ) : ℝ := Real.exp (-x ^ 2 / (2 * v)) / √(2 * π * v)

/-- The transition density of an O step from momentum `p` to momentum `q`:
a Gaussian in `q` with mean `a p` and variance `(1 - a²) T`. -/
def oKernel (T a p q : ℝ) : ℝ := gauss ((1 - a ^ 2) * T) (q - a * p)

/-- The transition density of `n + 1` successive O steps with coefficients `a 0, …, a n`,
obtained by integrating over all intermediate momenta. -/
def oChain (T : ℝ) (a : ℕ → ℝ) : ℕ → ℝ → ℝ → ℝ
  | 0, p, q => oKernel T (a 0) p q
  | n + 1, p, q => ∫ r, oChain T a n p r * oKernel T (a (n + 1)) r q

/-- A Gaussian density of positive variance, centred anywhere, has total probability one. -/
theorem integral_gauss {v : ℝ} (hv : 0 < v) (m : ℝ) : ∫ r, gauss v (r - m) = 1 := by
  rw [integral_sub_right_eq_self (gauss v) m]
  have h : ∀ x, gauss v x = (√(2 * π * v))⁻¹ * Real.exp (-(1 / (2 * v)) * x ^ 2) := by
    intro x
    have e : -x ^ 2 / (2 * v) = -(1 / (2 * v)) * x ^ 2 := by ring
    unfold gauss
    rw [e, div_eq_inv_mul]
  have e : π / (1 / (2 * v)) = 2 * π * v := by
    rw [div_div_eq_mul_div]
    ring
  have hs : 0 < √(2 * π * v) := Real.sqrt_pos.mpr (by positivity)
  simp_rw [h]
  rw [integral_const_mul, integral_gaussian, e]
  exact inv_mul_cancel₀ hs.ne'

/-- The Gaussian density in `r` of mean `m` and variance `v > 0`, times the Gaussian density in `q`
of mean `c r` and variance `w > 0`, integrates over `r` to the Gaussian density in `q` of mean `c m`
and variance `c² v + w`. -/
theorem gauss_comp {v w : ℝ} (hv : 0 < v) (hw : 0 < w) (c m q : ℝ) :
    ∫ r, gauss v (r - m) * gauss w (q - c * r) = gauss (c ^ 2 * v + w) (q - c * m) := by
  have hV : 0 < c ^ 2 * v + w := by positivity
  have hV' : c ^ 2 * v + w ≠ 0 := hV.ne'
  -- complete the square in the intermediate momentum `r`
  have key : ∀ r, gauss v (r - m) * gauss w (q - c * r) =
      gauss (c ^ 2 * v + w) (q - c * m) * gauss (v * w / (c ^ 2 * v + w))
        (r - (m + c * v * (q - c * m) / (c ^ 2 * v + w))) := by
    intro r
    have hE : -(r - m) ^ 2 / (2 * v) + -(q - c * r) ^ 2 / (2 * w) =
        -(q - c * m) ^ 2 / (2 * (c ^ 2 * v + w)) +
        -(r - (m + c * v * (q - c * m) / (c ^ 2 * v + w))) ^ 2 /
          (2 * (v * w / (c ^ 2 * v + w))) := by
      field_simp
      ring
    have hS : 2 * π * v * (2 * π * w) =
        2 * π * (c ^ 2 * v + w) * (2 * π * (v * w / (c ^ 2 * v + w))) := by
      field_simp
    unfold gauss
    rw [div_mul_div_comm, div_mul_div_comm, ← Real.exp_add, ← Real.exp_add,
      ← Real.sqrt_mul (by positivity : (0 : ℝ) ≤ 2 * π * v),
      ← Real.sqrt_mul (by positivity : (0 : ℝ) ≤ 2 * π * (c ^ 2 * v + w)), hE, hS]
  -- the factor that depends on `r` integrates to one
  simp_rw [key]
  rw [integral_const_mul, integral_gauss (by positivity), mul_one]

/-- The noise variance of an O step is positive when `T > 0` and `|a| < 1`. -/
theorem o_variance_pos {T a : ℝ} (hT : 0 < T) (ha : |a| < 1) : 0 < (1 - a ^ 2) * T := by
  obtain ⟨h1, h2⟩ := abs_lt.mp ha
  have h : 0 < (1 - a) * (1 + a) := mul_pos (by linarith) (by linarith)
  exact mul_pos (by linarith [h, (by ring : (1 - a) * (1 + a) = 1 - a ^ 2)]) hT

/-- **Exact merging of O steps.** For `T > 0`, `|a| < 1` and `|c| < 1`, integrating over the
momentum between two O steps at temperature `T` with coefficients `a` and `c` gives the single O
step at `T` with coefficient `a c`. -/
theorem oKernel_merge {T a c : ℝ} (hT : 0 < T) (ha : |a| < 1) (hc : |c| < 1) (p q : ℝ) :
    ∫ r, oKernel T a p r * oKernel T c r q = oKernel T (a * c) p q := by
  unfold oKernel
  rw [gauss_comp (o_variance_pos hT ha) (o_variance_pos hT hc)]
  -- the variances combine as `c² (1 - a²) T + (1 - c²) T = (1 - a² c²) T`
  have e1 : c ^ 2 * ((1 - a ^ 2) * T) + (1 - c ^ 2) * T = (1 - (a * c) ^ 2) * T := by ring
  have e2 : q - c * (a * p) = q - a * c * p := by ring
  rw [e1, e2]

/-- At one temperature `T > 0`, a chain of one or more O steps, with possibly different coefficients
of absolute value below one, has the transition density of one O step whose coefficient is the
product of them all. -/
theorem oChain_eq {T : ℝ} (hT : 0 < T) {a : ℕ → ℝ} (ha : ∀ i, |a i| < 1) (n : ℕ) (p q : ℝ) :
    oChain T a n p q = oKernel T (∏ i ∈ Finset.range (n + 1), a i) p q := by
  -- the product of the coefficients stays inside the unit interval
  have hprod : ∀ k : ℕ, |∏ i ∈ Finset.range (k + 1), a i| < 1 := by
    intro k
    induction k with
    | zero => simpa using ha 0
    | succ k ih =>
      rw [Finset.prod_range_succ, abs_mul]
      nlinarith [mul_nonneg (abs_nonneg (∏ i ∈ Finset.range (k + 1), a i))
        (sub_nonneg.mpr (ha (k + 1)).le)]
  induction n generalizing p q with
  | zero => simp [oChain]
  | succ n ih =>
    change ∫ r, oChain T a n p r * oKernel T (a (n + 1)) r q = _
    simp_rw [ih]
    rw [oKernel_merge hT (hprod n) (ha (n + 1)), Finset.prod_range_succ a (n + 1)]

/-- At one temperature `T > 0` and friction rate `γ > 0`, O steps of positive durations `s` and `t`
compose to the O step of duration `s + t`. -/
theorem oKernel_time_add {T γ s t : ℝ} (hT : 0 < T) (hγ : 0 < γ) (hs : 0 < s) (ht : 0 < t)
    (p q : ℝ) :
    ∫ r, oKernel T (Real.exp (-(γ * s))) p r * oKernel T (Real.exp (-(γ * t))) r q =
      oKernel T (Real.exp (-(γ * (s + t)))) p q := by
  have h : ∀ u : ℝ, 0 < u → |Real.exp (-(γ * u))| < 1 := by
    intro u hu
    rw [abs_of_pos (Real.exp_pos _), Real.exp_lt_one_iff]
    linarith [mul_pos hγ hu]
  have e : -(γ * (s + t)) = -(γ * s) + -(γ * t) := by ring
  rw [oKernel_merge hT (h s hs) (h t ht), e, Real.exp_add]

/-- Two centred Gaussian densities with the same peak height have the same variance. -/
theorem variance_eq_of_peak_eq {v w : ℝ} (hv : 0 < v) (hw : 0 < w)
    (h : gauss v 0 = gauss w 0) : v = w := by
  have peak : ∀ u, gauss u 0 = (√(2 * π * u))⁻¹ := by
    intro u
    have e : -(0 : ℝ) ^ 2 / (2 * u) = 0 := by simp
    unfold gauss
    rw [e, Real.exp_zero, one_div]
  rw [peak, peak] at h
  have h2 := (Real.sqrt_inj (by positivity) (by positivity)).mp (inv_inj.mp h)
  exact mul_left_cancel₀ (by positivity : 2 * π ≠ 0) h2

/-- Gaussian momentum updates with mean `a p` and positive variance `V a` merge exactly for all
coefficients in `(0, 1)` if and only if `V a = (1 - a²) T` there for some `T > 0`. -/
theorem merge_iff_variance {V : ℝ → ℝ} (hV : ∀ a ∈ Set.Ioo (0 : ℝ) 1, 0 < V a) :
    (∀ a ∈ Set.Ioo (0 : ℝ) 1, ∀ c ∈ Set.Ioo (0 : ℝ) 1, ∀ p q : ℝ,
      ∫ r, gauss (V a) (r - a * p) * gauss (V c) (q - c * r) =
        gauss (V (a * c)) (q - a * c * p)) ↔
    ∃ T : ℝ, 0 < T ∧ ∀ a ∈ Set.Ioo (0 : ℝ) 1, V a = (1 - a ^ 2) * T := by
  have hmul : ∀ a ∈ Set.Ioo (0 : ℝ) 1, ∀ c ∈ Set.Ioo (0 : ℝ) 1,
      a * c ∈ Set.Ioo (0 : ℝ) 1 := by
    intro a ha c hc
    exact ⟨mul_pos ha.1 hc.1, by nlinarith [mul_pos ha.1 (sub_pos.mpr hc.2), ha.2]⟩
  constructor
  · intro H
    have key : ∀ a ∈ Set.Ioo (0 : ℝ) 1, ∀ c ∈ Set.Ioo (0 : ℝ) 1,
        V (a * c) = c ^ 2 * V a + V c := by
      intro a ha c hc
      have h := H a ha c hc 0 0
      have h1 := hV a ha
      have h2 := hV c hc
      rw [gauss_comp h1 h2] at h
      simp only [mul_zero, sub_zero] at h
      exact (variance_eq_of_peak_eq (by positivity) (hV _ (hmul a ha c hc)) h).symm
    have half : (1 / 2 : ℝ) ∈ Set.Ioo (0 : ℝ) 1 := ⟨by norm_num, by norm_num⟩
    refine ⟨V (1 / 2) / (3 / 4), div_pos (hV _ half) (by norm_num), ?_⟩
    intro a ha
    -- compare the two orders of composition
    have h1 := key a ha (1 / 2) half
    have h2 := key (1 / 2) half a ha
    rw [mul_comm (1 / 2 : ℝ) a] at h2
    linear_combination (4 / 3) * (h1 - h2)
  · rintro ⟨T, hT, h⟩ a ha c hc p q
    rw [h a ha, h c hc, h (a * c) (hmul a ha c hc)]
    exact oKernel_merge hT (abs_lt.mpr ⟨by linarith [ha.1], ha.2⟩)
      (abs_lt.mpr ⟨by linarith [hc.1], hc.2⟩) p q

end

end ExactOStepMerging
```

```lean
#print axioms ExactOStepMerging.oKernel_merge
-- 'ExactOStepMerging.oKernel_merge' depends on axioms: [propext, Classical.choice, Quot.sound]
#print axioms ExactOStepMerging.oChain_eq
-- 'ExactOStepMerging.oChain_eq' depends on axioms: [propext, Classical.choice, Quot.sound]
#print axioms ExactOStepMerging.oKernel_time_add
-- 'ExactOStepMerging.oKernel_time_add' depends on axioms: [propext, Classical.choice, Quot.sound]
#print axioms ExactOStepMerging.merge_iff_variance
-- 'ExactOStepMerging.merge_iff_variance' depends on axioms: [propext, Classical.choice, Quot.sound]
```

## How the statements and proofs correspond to the physics

`gauss v x` is G(v, x), and `oKernel T a p q` is K(a; p, q). All quantities are real numbers, and `∫ r` runs over the whole real line. The main theorem, `oKernel_merge`, assumes `0 < T`, `|a| < 1` and `|c| < 1`. Friction over a positive, finite time gives coefficients in (0, 1); the theorem also admits zero, which is a complete redraw of the momentum, and negative values.

In `oChain T a n` there are n + 1 steps, with coefficients `a 0` to `a n`, so n = 0 is a single step. `oChain_eq` identifies the chain with one kernel, and `oKernel_time_add` states the addition of durations. `merge_iff_variance` is the equivalence between merging and the form of V, for coefficients in (0, 1).

The proofs follow the calculation above. `integral_gauss` removes the shift and applies Mathlib's Gaussian integral. In `gauss_comp`, `hE` is the completed square and `hS` the identity for the prefactors; `field_simp` clears the denominators, and `ring` finishes the square. `oKernel_merge` then inserts the O-step variances, whose positivity comes from `o_variance_pos`. The chain is handled by induction, with `hprod` keeping the product of coefficients inside the unit interval. For the converse, `variance_eq_of_peak_eq` turns equal peaks into equal variances, and `linear_combination` solves the two orders of composition for V(a).

## Where the identity applies

The Gaussian density is taken as the definition of the O step and is not derived from the Ornstein–Uhlenbeck equation. The identity is stated for two steps at the same T. Steps at different temperatures T₁ and T₂ also merge into one O step with coefficient ac, but its temperature is the weighted mean (c²(1 − a²)T₁ + (1 − c²)T₂)/(1 − a²c²); this case is not in the Lean file. The limits T = 0 and |a| = 1 are excluded, because the noise variance vanishes there and the outcome has no density; a step of zero duration is therefore excluded too.

The identity concerns the O part alone. It gives no bound on the error of the full integrator, in which force and position updates separate the O steps, and it does not address rounding or the quality of the random numbers.
